# At nonzero nuclear Zeeman frequency, two ENDOR branches assigned to their electron spin projections determine a symmetric hyperfine tensor over all field directions

## A nucleus in two effective fields

In an ENDOR experiment on a paramagnetic centre, radio-frequency transitions of a nucleus are detected through the electron spin. The nucleus feels the applied field and, through the hyperfine coupling, the electron spin. For an electron spin 1/2 there are two projections, \(m=+1/2\) and \(m=-1/2\), and therefore two nuclear frequencies for each orientation of the sample. Rotating the sample gives these frequencies as functions of direction. Do they fix the hyperfine tensor, and would one of the two branches be enough?

Let \(b\) be the unit vector along the applied field in the frame of the sample, \(w\) the nuclear Zeeman frequency and \(A\) the real symmetric hyperfine tensor, in the same frequency units as \(w\). The effective field at the nucleus and the ENDOR frequency are

\[
f_m(A,b)=w\,b+m\,A b,\qquad \nu_m(A,b)=|f_m(A,b)| .
\]

This model takes the electron spin as quantised along the applied field, as for an isotropic \(g\) factor and an electron Zeeman energy much larger than the hyperfine coupling. It has no nuclear quadrupole term. The Hamiltonian of the nuclear spin \(I\) is \(h\,f_m\cdot I\), where \(h\) is Planck's constant. It comes from the hyperfine term \(h\,S\cdot AI\), with \(S\) the electron spin, and the nuclear Zeeman term \(-g_n\mu_N B_0\,b\cdot I\), with \(g_n\) the nuclear \(g\) factor, \(\mu_N\) the nuclear magneton and \(B_0\) the field strength. Hence \(w=-g_n\mu_N B_0/h\) carries a sign, and it is negative for a proton. Using the wrong sign of \(w\) would reverse the sign of the tensor obtained from the two branches.

## What the two branches determine, and what one leaves open

**Both branches.** Let \(w\neq0\), and let \(A\) and \(B\) be symmetric. If \(\nu_{+1/2}(A,b)=\nu_{+1/2}(B,b)\) and \(\nu_{-1/2}(A,b)=\nu_{-1/2}(B,b)\) for every unit vector \(b\), then \(A=B\). This assumes that each frequency has been assigned to its value of \(m\). Without the assignment the sign of the tensor stays open, because \(A\) and \(-A\) give the same pair of frequencies in every direction.

**One branch.** The tensors \(0\) and \(-4w\,\mathbf 1\) in three dimensions have the same frequencies in the branch \(m=+1/2\), although they differ when \(w\neq0\).

**One branch with a sign condition.** The branch \(m=+1/2\) does give \(A=B\) if \(x\cdot f_{+1/2}(A,x)>0\) for all \(x\neq0\) and \(x\cdot f_{+1/2}(B,x)\ge0\) for all \(x\). For \(w>0\), this means that the hyperfine coupling does not turn the effective field against the applied one. The condition on \(A\) then says that every eigenvalue of \(A\) exceeds \(-2w\), which includes the weak-coupling case. For \(w<0\), the same condition requires every eigenvalue of \(A\) to exceed \(2|w|\), which excludes weak coupling. Weak coupling is then covered by applying the result to \(-w\), \(-A\) and \(-B\), since reversing all these signs leaves every frequency unchanged.

For fits of orientation-dependent ENDOR data within this first-order model, a single branch can thus leave an ambiguity that the second branch, or a bound on the coupling, removes.

## The difference of squares isolates the tensor

Expanding the squared length gives

\[
\nu_m(A,b)^2=w^2\,b\cdot b+2mw\,b\cdot Ab+m^2\,|Ab|^2 .
\]

The first and last terms are the same for \(m=\pm1/2\), so

\[
\nu_{+1/2}(A,b)^2-\nu_{-1/2}(A,b)^2=2w\,b\cdot Ab .
\]

If \(A\) and \(B\) share both branches, the left-hand sides for the two tensors agree. Dividing by \(2w\) gives \(b\cdot Db=0\) for every unit \(b\), where \(D=A-B\).

Any nonzero \(x\) is \(r b\) with \(r=|x|\) and \(b\) a unit vector, so \(x\cdot Dx=r^2\,b\cdot Db=0\). Applying this to \(x+y\) yields

\[
0=x\cdot Dx+x\cdot Dy+y\cdot Dx+y\cdot Dy=2\,x\cdot Dy,
\]

where the last step uses the symmetry of \(D\). With basis vectors for \(x\) and \(y\), this says \(D_{ij}=0\) for all \(i,j\). Hence \(A=B\).

## Reversing the field, and forbidding the reversal

For the tensor \(-4w\,\mathbf 1-A\), the effective field in the branch \(m=+1/2\) is

\[
w b+\tfrac12(-4w\,b-Ab)=-\bigl(w b+\tfrac12Ab\bigr).
\]

It is the field for \(A\) reversed, and its length is unchanged. Setting \(A=0\) gives the counterexample above.

Under the sign condition, set \(P=w\mathbf 1+\tfrac12A\) and \(Q=w\mathbf 1+\tfrac12B\), and now let \(D=P-Q\). Equal frequencies mean \(|Pb|^2=|Qb|^2\), that is, \(b\cdot(P^2-Q^2)b=0\) for all unit \(b\). Since \(P^2-Q^2\) is symmetric, the previous argument gives \(P^2=Q^2\). Therefore

\[
PD+DQ=P^2-PQ+PQ-Q^2=0 .
\]

Multiplying by \(D\) from the left, taking the trace and using its cyclic property gives

\[
\operatorname{tr}(DPD)+\operatorname{tr}(DQD)=0 .
\]

If \(d_j\) is column \(j\) of \(D\), then \(\operatorname{tr}(DPD)=\sum_j d_j\cdot Pd_j\), and likewise for \(Q\). All terms are nonnegative, so each \(d_j\cdot Pd_j\) vanishes. Positivity of \(P\) then forces \(d_j=0\) for every \(j\), so \(P=Q\) and \(A=B\).

## Recovering an off-diagonal element from six frequencies

Take \(w=10\) and a tensor with \(A_{xx}=2\), \(A_{yy}=2\), \(A_{zz}=8\), \(A_{xz}=A_{zx}=4\) and all other elements zero, in common frequency units. Three directions in the \(xz\) plane give:

| Direction \(b\) | \(\nu_{+1/2}^2\) | \(\nu_{-1/2}^2\) | \(b\cdot Ab=(\nu_{+1/2}^2-\nu_{-1/2}^2)/(2w)\) |
|---|---|---|---|
| \(e_x\) | 125 | 85 | 2 |
| \(e_z\) | 200 | 40 | 8 |
| \((e_x+e_z)/\sqrt2\) | 212.5 | 32.5 | 9 |

The first two rows are \(A_{xx}\) and \(A_{zz}\). The third equals \((A_{xx}+A_{zz})/2+A_{xz}=5+A_{xz}\), so \(A_{xz}=4\).

The tensor \(-40\,\mathbf 1-A\) has the same \(\nu_{+1/2}\) in every direction. Along \(e_z\), however, its other branch has \(\nu_{-1/2}^2=1160\) instead of 40.

## The theorems in Lean

The index type `n` is any finite type, and `Fin 3` is the physical case. A tensor is a `Matrix n n ℝ` with the hypothesis `IsSymm`, and a field direction is a function `b : n → ℝ` with `b ⬝ᵥ b = 1`. The symbol `⬝ᵥ` is the dot product and `*ᵥ` applies a matrix to a vector. `nuclearField w A m b` is \(f_m(A,b)\), and `endorFreq w A m b` is \(\nu_m(A,b)\), written as the square root of a dot product because Mathlib's default norm on `n → ℝ` is the maximum norm.

In `hyperfine_determined`, `hw` says that \(w\neq0\), with either sign allowed, while `hp` and `hm` are the equalities in the two branches. Both tensors are compared at the same \(w\), and each frequency carries its value of \(m\). These labels matter, since replacing \(A\) by \(-A\) exchanges the branches. The data are exact and cover all directions; noise and finite sets of orientations are not treated.

`one_branch_insufficient` states the counterexample for `Fin 3` and for every vector `b`, whether or not it has unit length. In `one_branch_sufficient`, the sign conditions are the hypotheses `hApos` and `hBpos`.

```lean
import Mathlib

open Matrix

namespace EndorHyperfine

noncomputable section

variable {n : Type*} [Fintype n]

/-- Effective field at the nucleus, in frequency units, for field direction `b`, nuclear Zeeman
frequency `w`, hyperfine tensor `A` and electron spin projection `m`. -/
def nuclearField (w : ℝ) (A : Matrix n n ℝ) (m : ℝ) (b : n → ℝ) : n → ℝ :=
  w • b + m • (A *ᵥ b)

/-- The ENDOR frequency is the Euclidean length of the effective nuclear field. -/
def endorFreq (w : ℝ) (A : Matrix n n ℝ) (m : ℝ) (b : n → ℝ) : ℝ :=
  √(nuclearField w A m b ⬝ᵥ nuclearField w A m b)

lemma dot_self_nonneg (x : n → ℝ) : 0 ≤ x ⬝ᵥ x :=
  Finset.sum_nonneg fun i _ => mul_self_nonneg (x i)

lemma symm_swap {D : Matrix n n ℝ} (hD : D.IsSymm) (x y : n → ℝ) :
    y ⬝ᵥ D *ᵥ x = x ⬝ᵥ D *ᵥ y := by
  rw [Matrix.dotProduct_mulVec, ← Matrix.mulVec_transpose, hD.eq, dotProduct_comm]

/-- The squared ENDOR frequency is the sum of a Zeeman term, a cross term linear in the hyperfine
tensor, and a term quadratic in it. -/
theorem endorFreq_sq (w : ℝ) (A : Matrix n n ℝ) (m : ℝ) (b : n → ℝ) :
    endorFreq w A m b ^ 2 =
      w ^ 2 * (b ⬝ᵥ b) + 2 * m * w * (b ⬝ᵥ A *ᵥ b) + m ^ 2 * (A *ᵥ b ⬝ᵥ A *ᵥ b) := by
  unfold endorFreq
  rw [Real.sq_sqrt (dot_self_nonneg _)]
  simp only [nuclearField, add_dotProduct, dotProduct_add, smul_dotProduct, dotProduct_smul,
    smul_eq_mul]
  rw [dotProduct_comm (A *ᵥ b) b]
  ring

/-- The difference of the squared frequencies of the two branches is `2w` times the hyperfine
coupling along the field direction. -/
theorem branch_difference (w : ℝ) (A : Matrix n n ℝ) (b : n → ℝ) :
    endorFreq w A (1 / 2) b ^ 2 - endorFreq w A (-1 / 2) b ^ 2 = 2 * w * (b ⬝ᵥ A *ᵥ b) := by
  rw [endorFreq_sq, endorFreq_sq]
  ring

variable [DecidableEq n]

/-- A symmetric tensor whose component along every unit direction vanishes is zero. -/
theorem symm_eq_zero_of_unit {D : Matrix n n ℝ} (hD : D.IsSymm)
    (h : ∀ b : n → ℝ, b ⬝ᵥ b = 1 → b ⬝ᵥ D *ᵥ b = 0) : D = 0 := by
  -- rescale from unit vectors to all vectors
  have hall : ∀ x : n → ℝ, x ⬝ᵥ D *ᵥ x = 0 := by
    intro x
    by_cases hx : x ⬝ᵥ x = 0
    · have h0 : x = 0 := dotProduct_self_eq_zero.mp hx
      simp [h0]
    · have hpos : 0 < x ⬝ᵥ x := lt_of_le_of_ne (dot_self_nonneg x) (Ne.symm hx)
      obtain ⟨r, hr0, hr⟩ : ∃ r : ℝ, r ≠ 0 ∧ r * r = x ⬝ᵥ x :=
        ⟨√(x ⬝ᵥ x), (Real.sqrt_pos.mpr hpos).ne', Real.mul_self_sqrt hpos.le⟩
      have h1 := h (r⁻¹ • x) (by
        rw [smul_dotProduct, dotProduct_smul, smul_eq_mul, smul_eq_mul, ← hr]
        field_simp)
      rw [Matrix.mulVec_smul, smul_dotProduct, dotProduct_smul, smul_eq_mul, smul_eq_mul] at h1
      have hi : r⁻¹ ≠ 0 := inv_ne_zero hr0
      exact (mul_eq_zero.mp ((mul_eq_zero.mp h1).resolve_left hi)).resolve_left hi
  -- polarize to reach the off-diagonal elements
  have hxy : ∀ x y : n → ℝ, x ⬝ᵥ D *ᵥ y = 0 := by
    intro x y
    have h1 := hall (x + y)
    rw [Matrix.mulVec_add, add_dotProduct, dotProduct_add, dotProduct_add] at h1
    linarith [hall x, hall y, symm_swap hD x y]
  ext i j
  have h2 := hxy (Pi.single i 1) (Pi.single j 1)
  simpa using h2

/-- For nonzero nuclear Zeeman frequency `w`, two symmetric hyperfine tensors that give the same
ENDOR frequencies in both branches, for every direction of the field, are equal. -/
theorem hyperfine_determined {w : ℝ} (hw : w ≠ 0) {A B : Matrix n n ℝ}
    (hA : A.IsSymm) (hB : B.IsSymm)
    (hp : ∀ b : n → ℝ, b ⬝ᵥ b = 1 → endorFreq w A (1 / 2) b = endorFreq w B (1 / 2) b)
    (hm : ∀ b : n → ℝ, b ⬝ᵥ b = 1 → endorFreq w A (-1 / 2) b = endorFreq w B (-1 / 2) b) :
    A = B := by
  refine sub_eq_zero.mp (symm_eq_zero_of_unit (hA.sub hB) fun b hb => ?_)
  have dA := branch_difference w A b
  have dB := branch_difference w B b
  rw [hp b hb, hm b hb] at dA
  have h0 : w * (b ⬝ᵥ A *ᵥ b - b ⬝ᵥ B *ᵥ b) = 0 := by
    linear_combination (dB - dA) / 2
  rw [Matrix.sub_mulVec, dotProduct_sub]
  exact (mul_eq_zero.mp h0).resolve_left hw

/-- The tensors `A` and `-4w - A` have the same frequencies in the branch `m = 1/2`. -/
theorem one_branch_reflection (w : ℝ) (A : Matrix n n ℝ) (b : n → ℝ) :
    endorFreq w ((-(4 * w)) • (1 : Matrix n n ℝ) - A) (1 / 2) b = endorFreq w A (1 / 2) b := by
  -- the effective field is reversed, so its length is unchanged
  have h : nuclearField w ((-(4 * w)) • (1 : Matrix n n ℝ) - A) (1 / 2) b
      = -nuclearField w A (1 / 2) b := by
    unfold nuclearField
    rw [Matrix.sub_mulVec, Matrix.smul_mulVec, Matrix.one_mulVec]
    module
  unfold endorFreq
  rw [h, neg_dotProduct, dotProduct_neg, neg_neg]

/-- For nonzero `w` in three dimensions, the zero tensor and the isotropic tensor `-4w` are
different, yet agree in the branch `m = 1/2` for every field vector. -/
theorem one_branch_insufficient {w : ℝ} (hw : w ≠ 0) :
    (0 : Matrix (Fin 3) (Fin 3) ℝ) ≠ (-(4 * w)) • (1 : Matrix (Fin 3) (Fin 3) ℝ) ∧
    ∀ b : Fin 3 → ℝ, endorFreq w 0 (1 / 2) b =
      endorFreq w ((-(4 * w)) • (1 : Matrix (Fin 3) (Fin 3) ℝ)) (1 / 2) b := by
  constructor
  · intro h
    have h0 := congrFun (congrFun h 0) 0
    simp [hw] at h0
  · intro b
    have h := one_branch_reflection w (0 : Matrix (Fin 3) (Fin 3) ℝ) b
    rw [sub_zero] at h
    exact h.symm

omit [DecidableEq n] in
lemma trace_sandwich {D : Matrix n n ℝ} (hD : D.IsSymm) (P : Matrix n n ℝ) :
    (D * (P * D)).trace = ∑ j, (fun k => D k j) ⬝ᵥ P *ᵥ (fun k => D k j) := by
  unfold Matrix.trace
  refine Finset.sum_congr rfl fun j _ => ?_
  rw [Matrix.diag_apply, Matrix.mul_apply]
  show _ = ∑ k, D k j * (P *ᵥ fun l => D l j) k
  exact Finset.sum_congr rfl fun k _ => congrArg₂ (· * ·) (hD.apply k j) rfl

/-- Two symmetric tensors, one positive definite and one positive semidefinite, that map each unit
vector to vectors of equal length are equal. -/
theorem eq_of_equal_lengths {P Q : Matrix n n ℝ} (hP : P.IsSymm) (hQ : Q.IsSymm)
    (hPpos : ∀ x : n → ℝ, x ≠ 0 → 0 < x ⬝ᵥ P *ᵥ x) (hQpos : ∀ x : n → ℝ, 0 ≤ x ⬝ᵥ Q *ᵥ x)
    (h : ∀ b : n → ℝ, b ⬝ᵥ b = 1 → P *ᵥ b ⬝ᵥ P *ᵥ b = Q *ᵥ b ⬝ᵥ Q *ᵥ b) : P = Q := by
  -- equal lengths mean equal squares
  have hsq : P * P - Q * Q = 0 := by
    apply symm_eq_zero_of_unit
    · unfold Matrix.IsSymm
      rw [Matrix.transpose_sub, Matrix.transpose_mul, Matrix.transpose_mul, hP.eq, hQ.eq]
    · intro b hb
      rw [Matrix.sub_mulVec, dotProduct_sub, ← Matrix.mulVec_mulVec, ← Matrix.mulVec_mulVec,
        symm_swap hP (P *ᵥ b) b, symm_swap hQ (Q *ᵥ b) b, h b hb, sub_self]
  obtain ⟨D, hDdef⟩ : ∃ D, D = P - Q := ⟨_, rfl⟩
  have hD : D.IsSymm := hDdef ▸ hP.sub hQ
  -- the two nonnegative traces add up to zero
  have ht : (D * (P * D)).trace + (D * (Q * D)).trace = 0 := by
    have t2 : (D * (Q * D)).trace = (D * (D * Q)).trace := by
      rw [← Matrix.mul_assoc, Matrix.trace_mul_comm]
    have t3 : D * (P * D) + D * (D * Q) = D * (P * P - Q * Q) := by
      rw [hDdef]
      noncomm_ring
    rw [t2, ← Matrix.trace_add, t3, hsq, mul_zero, Matrix.trace_zero]
  rw [trace_sandwich hD, trace_sandwich hD] at ht
  have hP0 : ∀ x : n → ℝ, 0 ≤ x ⬝ᵥ P *ᵥ x := by
    intro x
    by_cases hx : x = 0
    · simp [hx]
    · exact (hPpos x hx).le
  have s1 := Finset.sum_nonneg fun j (_ : j ∈ Finset.univ) => hP0 (fun k => D k j)
  have s2 := Finset.sum_nonneg fun j (_ : j ∈ Finset.univ) => hQpos (fun k => D k j)
  have s0 : ∑ j, (fun k => D k j) ⬝ᵥ P *ᵥ (fun k => D k j) = 0 := by linarith
  have hz := (Finset.sum_eq_zero_iff_of_nonneg fun j _ => hP0 (fun k => D k j)).mp s0
  have hD0 : D = 0 := by
    ext i j
    by_contra hij
    have hne : (fun k => D k j) ≠ 0 := fun h0 => hij (congrFun h0 i)
    exact (hPpos _ hne).ne' (hz j (Finset.mem_univ j))
  exact sub_eq_zero.mp (hDdef ▸ hD0)

/-- The branch `m = 1/2` alone fixes a symmetric hyperfine tensor if the effective field has a
positive component along the applied field for `A`, and a nonnegative one for `B`. -/
theorem one_branch_sufficient {w : ℝ} {A B : Matrix n n ℝ} (hA : A.IsSymm) (hB : B.IsSymm)
    (hApos : ∀ x : n → ℝ, x ≠ 0 → 0 < x ⬝ᵥ nuclearField w A (1 / 2) x)
    (hBpos : ∀ x : n → ℝ, 0 ≤ x ⬝ᵥ nuclearField w B (1 / 2) x)
    (h : ∀ b : n → ℝ, b ⬝ᵥ b = 1 → endorFreq w A (1 / 2) b = endorFreq w B (1 / 2) b) :
    A = B := by
  have hf : ∀ (S : Matrix n n ℝ) (x : n → ℝ),
      nuclearField w S (1 / 2) x = (w • (1 : Matrix n n ℝ) + (1 / 2 : ℝ) • S) *ᵥ x := by
    intro S x
    rw [Matrix.add_mulVec, Matrix.smul_mulVec, Matrix.smul_mulVec, Matrix.one_mulVec]
    rfl
  have hs : ∀ S : Matrix n n ℝ, S.IsSymm →
      (w • (1 : Matrix n n ℝ) + (1 / 2 : ℝ) • S).IsSymm := by
    intro S hS
    unfold Matrix.IsSymm
    rw [Matrix.transpose_add, Matrix.transpose_smul, Matrix.transpose_smul,
      Matrix.transpose_one, hS.eq]
  have key := eq_of_equal_lengths (hs A hA) (hs B hB)
    (fun x hx => by rw [← hf]; exact hApos x hx)
    (fun x => by rw [← hf]; exact hBpos x)
    (fun b hb => by
      rw [← hf, ← hf]
      exact (Real.sqrt_inj (dot_self_nonneg _) (dot_self_nonneg _)).mp (h b hb))
  have h2 := add_left_cancel key
  exact smul_right_injective _ (by norm_num : (1 / 2 : ℝ) ≠ 0) h2

end

end EndorHyperfine
```

```lean
#print axioms EndorHyperfine.hyperfine_determined
#print axioms EndorHyperfine.one_branch_insufficient
#print axioms EndorHyperfine.one_branch_sufficient
```

```
'EndorHyperfine.hyperfine_determined' depends on axioms: [propext, Classical.choice, Quot.sound]
'EndorHyperfine.one_branch_insufficient' depends on axioms: [propext, Classical.choice, Quot.sound]
'EndorHyperfine.one_branch_sufficient' depends on axioms: [propext, Classical.choice, Quot.sound]
```

## How the Lean proof follows the derivation

`endorFreq_sq` removes the square root, which is allowed because `dot_self_nonneg` shows that its argument is nonnegative, and then expands the dot product. `branch_difference` uses this expansion twice and leaves the cancellation to `ring`.

`symm_eq_zero_of_unit` contains the scaling and polarization steps. Its intermediate result `hall` extends the vanishing quadratic form from unit vectors to all vectors, with the zero vector handled separately. The result `hxy` is polarization: `symm_swap` supplies \(y\cdot Dx=x\cdot Dy\), and `linarith` solves the resulting linear equation. The vectors `Pi.single i 1` and `Pi.single j 1` are the basis vectors that pick out \(D_{ij}\).

`hyperfine_determined` applies this lemma to \(A-B\). For the single branch, `one_branch_reflection` proves that the effective field changes sign, and `one_branch_insufficient` specialises it to \(A=0\), comparing the top left matrix elements to show that the two tensors differ.

The trace argument is in `eq_of_equal_lengths`. There `hsq` is \(P^2-Q^2=0\), obtained from the same lemma as before, and `ht` is the vanishing sum of traces, for which `noncomm_ring` checks the matrix identity without commuting \(P\) and \(Q\). `trace_sandwich` rewrites each trace as a sum over the columns of \(D\). `Finset.sum_eq_zero_iff_of_nonneg` then turns a zero sum of nonnegative terms into the vanishing of each term. `one_branch_sufficient` translates between frequencies and the matrices \(P\) and \(Q\), using `Real.sqrt_inj` to pass from equal square roots to equal squared lengths.

## `linear_combination` and the unopened square roots

The main theorem turns on one short algebraic step. The equations `dA` and `dB` are the branch differences for \(A\) and \(B\). Rewriting `dA` with `hp` and `hm` replaces the frequencies of \(A\) by those of \(B\), after which the two equations read

\[
L=2w\,b\cdot Ab,\qquad L=2w\,b\cdot Bb,
\]

with the same left-hand side \(L=\nu_{+1/2}(B,b)^2-\nu_{-1/2}(B,b)^2\).

The goal `h0` is \(w(b\cdot Ab-b\cdot Bb)=0\), and the proof is `linear_combination (dB - dA) / 2`. This tactic takes the stated combination of equations and asks `ring` to confirm that it accounts for the goal. In the subtraction \(L\) cancels, and the factor \(1/2\) removes the 2. To `ring`, each frequency is an indivisible quantity, so the square root inside `endorFreq` is never unfolded. What remains is a product equal to zero, and `hw` excludes the factor \(w\).
